# A generator that squares to zero has an exponential exact at first order

On a finite-dimensional complex state space, let a generator be given by a square matrix `N` with N² = 0. The lemma says that the transformation exp(N) is exactly 1 + N, with no higher-order corrections. Nothing else is asked of `N`; in particular, it need not be Hermitian or anti-Hermitian, and exp(N) is not claimed to be unitary. The attempt writes the exponential as its power series, keeps the terms of order 0 and 1, and shows that every term of order `k` ≥ 2 vanishes because it contains the factor N².

In Lean, a first try:

```lean
import Mathlib

open Matrix
open scoped Kronecker Matrix.Norms.Operator

namespace ExpOfSqZero

noncomputable section

variable {ι m n : Type*} [Fintype ι] [Fintype m] [DecidableEq m] [Fintype n] [DecidableEq n]

/-- A generator `N` with `N² = 0` has the exponential `1 + N`. -/
theorem exp_of_sq_zero {N : Matrix n n ℂ} (h : N * N = 0) : NormedSpace.exp N = 1 + N := by
  rw [NormedSpace.exp_eq_tsum ℂ]
  dsimp only
  rw [tsum_eq_sum (s := Finset.range 2)]
  · simp [Finset.sum_range_succ]
  · intro k hk
    have h2 : 2 ≤ k := by simpa using hk
    obtain ⟨r, rfl⟩ := Nat.exists_eq_add_of_le h2
    rw [pow_add, pow_two, h, zero_mul, smul_zero]

end

end ExpOfSqZero
```

The error:

```
Main.lean:19:26: error: Type mismatch: After simplification, term
  hk
 has type
  1 < k
but is expected to have type
  2 ≤ k
```

Diagnosis. The error lies in the step that gets `2 ≤ k` from `hk`, which says that `k` is not in `Finset.range 2`, the set {0, 1}. `simpa using hk` simplifies both the hypothesis and the goal, then tries to close the one with the other. Here the hypothesis became `1 < k`, while the expected type was still `2 ≤ k`. For natural numbers the two say the same thing, but the final match in `simpa` did not identify them, so Lean reported a type mismatch.

The repair proves the bound without relying on the form `simp` chooses. If `k < 2` held, `Finset.mem_range.mpr` would put `k` in `Finset.range 2`, contradicting `hk`. So `k < 2` is false, and `not_lt.mp` turns that into exactly `2 ≤ k`. The rest of the proof is unchanged.

As a diff, the version that Lean accepts:

```diff
@@ -17,5 +17,5 @@
   · simp [Finset.sum_range_succ]
   · intro k hk
-    have h2 : 2 ≤ k := by simpa using hk
+    have h2 : 2 ≤ k := not_lt.mp fun hlt => hk (Finset.mem_range.mpr hlt)
     obtain ⟨r, rfl⟩ := Nat.exists_eq_add_of_le h2
     rw [pow_add, pow_two, h, zero_mul, smul_zero]
```
